# The Clausius-Mossotti relation for a rank-one dielectric matrix

## Two plane waves

Take two reciprocal-lattice vectors, the head $o$ (the zero vector) and one other, $G$. Let the medium respond through a single pattern $u=(u_o,u_G)$ with real strength $a>0$ and $|u_o|^2=4\pi$, the long-wavelength Coulomb factor in Gaussian units. The dielectric matrix, in its symmetrized form with the square root of the Coulomb interaction on each side, is

$$\varepsilon=\begin{pmatrix}1+4\pi a & a\,u_o\overline{u_G}\\ a\,u_G\overline{u_o} & 1+a|u_G|^2\end{pmatrix},\qquad \det\varepsilon=1+4\pi a+a|u_G|^2 .$$

The macroscopic dielectric constant is the reciprocal of the head of the inverse matrix:

$$\varepsilon_M=\frac{1}{(\varepsilon^{-1})_{oo}}=\frac{\det\varepsilon}{1+a|u_G|^2}=1+\frac{4\pi a}{1+a|u_G|^2}.$$

The head of $\varepsilon$ itself is $1+4\pi a$. The short-wavelength component $u_G$ reduces the response to the macroscopic field from $a$ to $a/(1+a|u_G|^2)$. This reduction is the local-field effect.

## Any finite set of plane waves

Let $\varepsilon=1+a\,uu^*$ on a finite index set, and write $S=\sum_{G\ne o}|u_G|^2$ and $N=\sum_G|u_G|^2=4\pi+S$. The matrix $P=uu^*$ satisfies $P^2=NP$, so for any number $c$

$$(1+aP)(1-cP)=1+(a-c-acN)P .$$

The bracket vanishes for $c=a/(1+aN)$, which gives the inverse. Its head is

$$(\varepsilon^{-1})_{oo}=1-\frac{4\pi a}{1+a(4\pi+S)}=\frac{1+aS}{1+a(4\pi+S)},\qquad\text{so}\qquad \varepsilon_M=1+\frac{4\pi a}{1+aS}.$$

## The Lorentz field and the two bounds

Write $\chi=a/(1+aS)$, so that $\varepsilon_M=1+4\pi\chi$ and the polarization is $\mathcal P=\chi E$ in the macroscopic field $E$. Lorentz's local field, for dipoles in a cubic or isotropic arrangement, is $E+\tfrac{4\pi}{3}\mathcal P$. The polarizability per volume $\alpha$ that responds to it obeys $\mathcal P=\alpha(E+\tfrac{4\pi}{3}\mathcal P)$, hence

$$\alpha=\frac{\chi}{1+4\pi\chi/3}=\frac{a}{1+aU},\qquad U=S+\frac{4\pi}{3}.$$

Then

$$\frac{\varepsilon_M-1}{\varepsilon_M+2}=\frac{4\pi\chi}{3+4\pi\chi}=\frac{4\pi\alpha}{3}.$$

Since $0\le S<U$, the denominators satisfy $1\le 1+aS<1+aU$, and therefore

$$1+4\pi\alpha<\varepsilon_M\le 1+4\pi a .$$

The upper bound is attained exactly when $aS=0$, that is, when every $u_G$ with $G\ne o$ vanishes.

The shift $4\pi/3$ is also forced. Suppose $\beta=a-aU'\beta$ for some real $U'$, and suppose $\beta$ satisfies the Clausius-Mossotti relation. Then $\beta=\alpha$, so $\beta(1+aU)=a=\beta(1+aU')$. Since $a\neq0$, also $\beta\ne0$, and $U'=U$. Conversely, $U'=U$ gives $\beta=\alpha$.

**In numbers.** Let $a=3/(4\pi)$ and $S=4\pi/3$, so $aS=1$ and $aU=2$. Then $\varepsilon_M=1+3/2=5/2$ and $4\pi\alpha=1$. The relation reads $(3/2)/(9/2)=1/3$, and the bounds read $2<5/2\le4$.

**Another depolarization factor.** Replace $1/3$ by a number $L\ge0$ and set $\alpha_L=a/(1+a(S+4\pi L))$. The same algebra gives $(\varepsilon_M-1)/(1+L(\varepsilon_M-1))=4\pi\alpha_L$. The code below treats $L=1/3$.

## What the theorems say

The type `ι` labels the plane waves. It is finite and carries no lattice geometry; `o` is the head. The vector `u` is complex and `a` is real. `dielectricMatrix` is $\varepsilon$, `macroscopicEps` is the complex number $1/(\varepsilon^{-1})_{oo}$ built from the true matrix inverse, `localFieldSum` is $S$, and `screenedPolarizability a U` is $a/(1+aU)$.

The hypothesis `h0`, $|u_o|^2=4\pi$, stands for the long-wavelength Coulomb factor in Gaussian units, with the dipole strength absorbed into $a$. The condition `ha`, $a>0$, describes a static medium that polarizes along the field. The four theorems listed here assume both.

- `macroscopicEps_eq` gives the formula for $\varepsilon_M$ and shows that it is real.
- `clausius_mossotti_and_bounds` states the relation as an equality of complex numbers and the bounds for the real part.
- `clausius_mossotti_iff_lorentz_shift` is the converse; its `U` is the $U'$ above.
- `macroscopicEps_eq_head_iff` says when $\varepsilon_M=1/(\varepsilon^{-1})_{oo}$ equals the head $\varepsilon_{oo}$.

The textbook Clausius-Mossotti relation concerns the polarizability of separate molecules. Here $\alpha$ is defined from $a$ and $U$, and no molecular polarizability or lattice sum of dipoles is derived. The rank-one form, the finite basis and the long-wavelength limit behind `h0` are assumed.

In electronic-structure calculations, the difference between $1/(\varepsilon^{-1})_{oo}$ and $\varepsilon_{oo}$ measures local-field effects; this finite, rank-one model displays that difference in closed form.

## The Lean file

```lean
import Mathlib

open Matrix
open scoped Real

namespace LocalFieldClausiusMossotti

noncomputable section

variable {ι : Type*} [Fintype ι] [DecidableEq ι]

/-- The microscopic dielectric matrix `1 + a u u*` of a separable response of strength `a`,
indexed by reciprocal-lattice vectors. -/
def dielectricMatrix (a : ℝ) (u : ι → ℂ) : Matrix ι ι ℂ :=
  1 + (a : ℂ) • vecMulVec u (star u)

/-- The macroscopic dielectric constant: the reciprocal of the head (entry `o`, `o`) of the
inverse dielectric matrix. -/
def macroscopicEps (a : ℝ) (u : ι → ℂ) (o : ι) : ℂ :=
  1 / (dielectricMatrix a u)⁻¹ o o

/-- The local-field sum `S` of `|u_G|²` over all reciprocal-lattice vectors other than `o`. -/
def localFieldSum (u : ι → ℂ) (o : ι) : ℝ :=
  ∑ G ∈ Finset.univ.erase o, ‖u G‖ ^ 2

/-- The polarizability `a / (1 + a U)` obtained by screening the response `a` with an
interaction `U`. -/
def screenedPolarizability (a U : ℝ) : ℝ := a / (1 + a * U)

/-- The local-field sum is nonnegative. -/
theorem localFieldSum_nonneg (u : ι → ℂ) (o : ι) : 0 ≤ localFieldSum u o :=
  Finset.sum_nonneg fun _ _ => by positivity

/-- If `1 + a |u|²` is nonzero, the dielectric matrix times `1 - c u u*` is the identity, where `c =
a / (1 + a |u|²)` and `|u|²` is the sum of all `|u_G|²`. -/
theorem dielectricMatrix_mul_inverse (a : ℝ) (u : ι → ℂ)
    (hne : 1 + a * ∑ G, ‖u G‖ ^ 2 ≠ 0) :
    dielectricMatrix a u *
      (1 - ((a / (1 + a * ∑ G, ‖u G‖ ^ 2) : ℝ) : ℂ) • vecMulVec u (star u)) = 1 := by
  -- the outer product is a multiple of a projector
  have hP : vecMulVec u (star u) * vecMulVec u (star u)
      = ((∑ G, ‖u G‖ ^ 2 : ℝ) : ℂ) • vecMulVec u (star u) := by
    ext i j
    rw [Matrix.mul_apply, Matrix.smul_apply, smul_eq_mul, Complex.ofReal_sum, Finset.sum_mul]
    apply Finset.sum_congr rfl
    intro k _
    have h : u k * star (u k) = ((‖u k‖ ^ 2 : ℝ) : ℂ) := by
      rw [Complex.star_def, Complex.mul_conj, Complex.normSq_eq_norm_sq]
    simp only [vecMulVec_apply, Pi.star_apply]
    rw [← h]
    ring
  have h := div_mul_cancel₀ a hne
  unfold dielectricMatrix
  generalize a / (1 + a * ∑ G, ‖u G‖ ^ 2) = c at h ⊢
  generalize (∑ G, ‖u G‖ ^ 2) = N at h hP
  have er : a - c - a * c * N = 0 := by linear_combination -h
  have e : (a : ℂ) - (c : ℂ) - (a : ℂ) * (c : ℂ) * (N : ℂ) = 0 := by exact_mod_cast er
  generalize vecMulVec u (star u) = P at hP ⊢
  rw [add_mul, one_mul, mul_sub, mul_one, smul_mul_smul_comm, hP, smul_smul]
  have hsum : (1 : Matrix ι ι ℂ) - (c : ℂ) • P
      + ((a : ℂ) • P - ((a : ℂ) * (c : ℂ) * (N : ℂ)) • P)
      = 1 + ((a : ℂ) - (c : ℂ) - (a : ℂ) * (c : ℂ) * (N : ℂ)) • P := by module
  rw [hsum, e, zero_smul, add_zero]

omit [Fintype ι] in
/-- The head of the dielectric matrix itself is `1 + 4π a`. -/
theorem dielectricMatrix_head (a : ℝ) (u : ι → ℂ) (o : ι) (h0 : ‖u o‖ ^ 2 = 4 * π) :
    dielectricMatrix a u o o = ((1 + 4 * π * a : ℝ) : ℂ) := by
  have h : u o * star (u o) = ((4 * π : ℝ) : ℂ) := by
    rw [Complex.star_def, Complex.mul_conj, Complex.normSq_eq_norm_sq, h0]
  rw [dielectricMatrix, Matrix.add_apply, Matrix.one_apply_eq, Matrix.smul_apply,
    vecMulVec_apply, Pi.star_apply, h, smul_eq_mul]
  push_cast
  ring

/-- The macroscopic dielectric constant is the real number `1 + 4π a / (1 + a S)`. -/
theorem macroscopicEps_eq (a : ℝ) (ha : 0 < a) (u : ι → ℂ) (o : ι)
    (h0 : ‖u o‖ ^ 2 = 4 * π) :
    macroscopicEps a u o = ((1 + 4 * π * a / (1 + a * localFieldSum u o) : ℝ) : ℂ) := by
  have hS := localFieldSum_nonneg u o
  -- split the full norm into head and local-field part
  have hN : ∑ G, ‖u G‖ ^ 2 = 4 * π + localFieldSum u o := by
    rw [← h0]
    exact (Finset.add_sum_erase Finset.univ (fun G => ‖u G‖ ^ 2) (Finset.mem_univ o)).symm
  have hD : 1 + a * (4 * π + localFieldSum u o) ≠ 0 := by positivity
  have hD' : 1 + a * localFieldSum u o ≠ 0 := by positivity
  have hinv := Matrix.inv_eq_right_inv
    (dielectricMatrix_mul_inverse a u (by rw [hN]; exact hD))
  rw [hN] at hinv
  have h : u o * star (u o) = ((4 * π : ℝ) : ℂ) := by
    rw [Complex.star_def, Complex.mul_conj, Complex.normSq_eq_norm_sq, h0]
  have hentry : (dielectricMatrix a u)⁻¹ o o
      = ((1 - a / (1 + a * (4 * π + localFieldSum u o)) * (4 * π) : ℝ) : ℂ) := by
    rw [hinv, Matrix.sub_apply, Matrix.one_apply_eq, Matrix.smul_apply, vecMulVec_apply,
      Pi.star_apply, h, smul_eq_mul, ← Complex.ofReal_mul, Complex.ofReal_sub,
      Complex.ofReal_one]
  have hr : 1 / (1 - a / (1 + a * (4 * π + localFieldSum u o)) * (4 * π))
      = 1 + 4 * π * a / (1 + a * localFieldSum u o) := by
    have h1 : 1 - a / (1 + a * (4 * π + localFieldSum u o)) * (4 * π)
        = (1 + a * localFieldSum u o) / (1 + a * (4 * π + localFieldSum u o)) := by
      field_simp
      ring
    rw [h1, one_div_div]
    field_simp
    ring
  rw [macroscopicEps, hentry, ← hr, Complex.ofReal_div, Complex.ofReal_one]

/-- With `U = S + 4π/3` and `α = a / (1 + a U)`, the macroscopic dielectric constant obeys the
Clausius-Mossotti relation and lies above `1 + 4π α` and at or below `1 + 4π a`. -/
theorem clausius_mossotti_and_bounds (a : ℝ) (ha : 0 < a) (u : ι → ℂ) (o : ι)
    (h0 : ‖u o‖ ^ 2 = 4 * π) :
    (macroscopicEps a u o - 1) / (macroscopicEps a u o + 2)
      = ((4 * π * screenedPolarizability a (localFieldSum u o + 4 * π / 3) / 3 : ℝ) : ℂ) ∧
    1 + 4 * π * screenedPolarizability a (localFieldSum u o + 4 * π / 3)
      < (macroscopicEps a u o).re ∧
    (macroscopicEps a u o).re ≤ 1 + 4 * π * a := by
  have hS := localFieldSum_nonneg u o
  rw [macroscopicEps_eq a ha u o h0, Complex.ofReal_re]
  unfold screenedPolarizability
  generalize localFieldSum u o = S at hS ⊢
  have hpi := Real.pi_pos
  have hD : 0 < 1 + a * S := by positivity
  have hU : 0 < 1 + a * (S + 4 * π / 3) := by positivity
  refine ⟨?_, ?_, ?_⟩
  · have he := div_mul_cancel₀ (4 * π * a) hD.ne'
    have hα := div_mul_cancel₀ a hU.ne'
    have hE : 0 < 4 * π * a / (1 + a * S) := by positivity
    generalize 4 * π * a / (1 + a * S) = e at he hE ⊢
    generalize a / (1 + a * (S + 4 * π / 3)) = α at hα ⊢
    have key : (1 + e - 1) / (1 + e + 2) = 4 * π * α / 3 := by
      rw [div_eq_iff (by positivity)]
      apply mul_right_cancel₀ hD.ne'
      linear_combination (1 - 4 * π * α / 3) * he - 4 * π * hα
    exact_mod_cast key
  · -- the Lorentz term makes the denominator of `α` strictly larger
    have hlt : a / (1 + a * (S + 4 * π / 3)) < a / (1 + a * S) := by
      rw [div_lt_div_iff₀ hU hD]
      have : 0 < a * (a * (4 * π / 3)) := by positivity
      nlinarith
    have h2 := mul_lt_mul_of_pos_left hlt (by positivity : 0 < 4 * π)
    rw [mul_div_assoc (4 * π) a (1 + a * S)]
    linarith
  · have hle : 4 * π * a / (1 + a * S) ≤ 4 * π * a := by
      apply div_le_self (by positivity)
      have : 0 ≤ a * S := by positivity
      linarith
    linarith

/-- If a polarizability `β` solves the screening equation `β = a - a U β`, then it satisfies the
Clausius-Mossotti relation exactly when `U = S + 4π/3`. -/
theorem clausius_mossotti_iff_lorentz_shift (a : ℝ) (ha : 0 < a) (u : ι → ℂ) (o : ι)
    (h0 : ‖u o‖ ^ 2 = 4 * π) (U β : ℝ) (hβ : β = a - a * U * β) :
    (macroscopicEps a u o - 1) / (macroscopicEps a u o + 2) = ((4 * π * β / 3 : ℝ) : ℂ)
      ↔ U = localFieldSum u o + 4 * π / 3 := by
  have hS := localFieldSum_nonneg u o
  have hpi := Real.pi_pos
  rw [(clausius_mossotti_and_bounds a ha u o h0).1, Complex.ofReal_inj]
  unfold screenedPolarizability
  have hU : 1 + a * (localFieldSum u o + 4 * π / 3) ≠ 0 := by positivity
  constructor
  · intro h
    have h1 : a / (1 + a * (localFieldSum u o + 4 * π / 3)) = β := by
      apply mul_left_cancel₀ (by positivity : 4 * π / 3 ≠ 0)
      linear_combination h
    rw [div_eq_iff hU] at h1
    have hβ0 : β ≠ 0 := by
      intro hz
      rw [hz] at h1
      linarith
    apply mul_left_cancel₀ (mul_ne_zero ha.ne' hβ0)
    linear_combination h1 + hβ
  · intro h
    have h1 : a / (1 + a * (localFieldSum u o + 4 * π / 3)) = β := by
      rw [div_eq_iff hU, ← h]
      linear_combination -hβ
    rw [h1]

/-- The macroscopic dielectric constant equals the head of the dielectric matrix exactly when
every component `u_G` with `G ≠ o` vanishes. -/
theorem macroscopicEps_eq_head_iff (a : ℝ) (ha : 0 < a) (u : ι → ℂ) (o : ι)
    (h0 : ‖u o‖ ^ 2 = 4 * π) :
    macroscopicEps a u o = dielectricMatrix a u o o ↔ ∀ G, G ≠ o → u G = 0 := by
  have hS := localFieldSum_nonneg u o
  have hpi := Real.pi_pos
  have hD : 1 + a * localFieldSum u o ≠ 0 := by positivity
  rw [macroscopicEps_eq a ha u o h0, dielectricMatrix_head a u o h0, Complex.ofReal_inj]
  constructor
  · intro h G hG
    have h1 : 4 * π * a / (1 + a * localFieldSum u o) = 4 * π * a := by linarith
    rw [div_eq_iff hD] at h1
    have hz : localFieldSum u o = 0 := by
      apply mul_left_cancel₀ (by positivity : 4 * π * a * a ≠ 0)
      linear_combination -h1
    -- a vanishing sum of squares has vanishing terms
    have h2 := (Finset.sum_eq_zero_iff_of_nonneg
      (fun K _ => by positivity : ∀ K ∈ Finset.univ.erase o, 0 ≤ ‖u K‖ ^ 2)).mp hz G
      (Finset.mem_erase.mpr ⟨hG, Finset.mem_univ G⟩)
    exact norm_eq_zero.mp (pow_eq_zero_iff (two_ne_zero)|>.mp h2)
  · intro h
    have hz : localFieldSum u o = 0 := by
      apply Finset.sum_eq_zero
      intro G hG
      rw [h G (Finset.ne_of_mem_erase hG), norm_zero]
      norm_num
    rw [hz, mul_zero, add_zero, div_one]

end

end LocalFieldClausiusMossotti
```

```lean
#print axioms LocalFieldClausiusMossotti.clausius_mossotti_and_bounds
#print axioms LocalFieldClausiusMossotti.clausius_mossotti_iff_lorentz_shift
#print axioms LocalFieldClausiusMossotti.macroscopicEps_eq_head_iff
```

```
'LocalFieldClausiusMossotti.clausius_mossotti_and_bounds' depends on axioms: [propext, Classical.choice, Quot.sound]
'LocalFieldClausiusMossotti.clausius_mossotti_iff_lorentz_shift' depends on axioms: [propext, Classical.choice, Quot.sound]
'LocalFieldClausiusMossotti.macroscopicEps_eq_head_iff' depends on axioms: [propext, Classical.choice, Quot.sound]
```

## How the proof follows the algebra

**The inverse.** In `dielectricMatrix_mul_inverse`, the step `hP` is $P^2=NP$, proved entry by entry. The `generalize` steps then name $c$, $N$ and $P$, and `er` is the vanishing bracket $a-c-acN=0$. The tactic `module` collects the multiples of $P$.

**The head.** `macroscopicEps_eq` splits $N=4\pi+S$ in `hN`. A right inverse of a square matrix is its inverse, so `Matrix.inv_eq_right_inv` turns the product identity into a formula for $\varepsilon^{-1}$. The step `hentry` reads off the head and `hr` takes the reciprocal. `localFieldSum_nonneg` keeps the denominators positive.

**Relation and bounds.** With $e=\varepsilon_M-1$, the main theorem uses the defining relations `he`, $e(1+aS)=4\pi a$, and `hα`, $\alpha(1+aU)=a$. After the denominators are cleared, `linear_combination` derives the relation from these two. The lower bound compares the fractions $a/(1+aU)$ and $a/(1+aS)$ by cross-multiplication; the upper bound uses `div_le_self`, since dividing by a number at least $1$ cannot increase a nonnegative one.

**The two equivalences.** The converse first identifies $\beta$ with $\alpha$, then cancels the nonzero factor $a\beta$ from the difference of the two screening equations. For the head comparison, `dielectricMatrix_head` supplies $1+4\pi a$. Equality forces $S=0$, and a vanishing sum of nonnegative terms has only vanishing terms.
